# A ground state of a repulsive finite real mean field leaves no Fock eigenspace partly filled

Let the finite set $n$ label an orthonormal basis of real spin-orbitals. Matrices are real and indexed by $n$, and an orbital is a vector $u$ of real coefficients.

In Lean 4 with Mathlib:

```lean
import Mathlib

open Matrix

namespace NoUnfilledShells

noncomputable section

variable {n : Type*} [Fintype n]
```

The density matrix of an orbital is $uu^T$, written `orb u`. It is a projector when $u^Tu=1$, but the definition does not require this.

```lean
/-- The density matrix `u uᵀ` of a single real spin-orbital `u`. -/
def orb (u : n → ℝ) : Matrix n n ℝ := vecMulVec u u
```

With a one-body matrix $h$ and a linear map $G$ from density matrices to mean fields, the energy is
$$E(P)=\operatorname{tr}(hP)+\tfrac12\operatorname{tr}(P\,G(P)).$$
The factor $\tfrac12$ counts each pair once.

```lean
/-- The mean-field energy `tr(hP) + tr(P G(P))/2`. -/
def energy (h : Matrix n n ℝ) (G : Matrix n n ℝ →ₗ[ℝ] Matrix n n ℝ) (P : Matrix n n ℝ) : ℝ :=
  trace (h * P) + trace (P * G P) / 2
```

The Fock matrix $F=h+G(P)$ carries no such factor.

```lean
/-- The Fock matrix `h + G(P)`. -/
def fock (h : Matrix n n ℝ) (G : Matrix n n ℝ →ₗ[ℝ] Matrix n n ℝ) (P : Matrix n n ℝ) :
    Matrix n n ℝ := h + G P
```

A Slater determinant is represented by a symmetric projector $P$, whose trace is the particle number. Occupied orbitals satisfy $Pu=u$, empty ones $Pv=0$.

```lean
/-- The density matrix of a real Slater determinant: a symmetric projector. -/
structure IsSlater (P : Matrix n n ℝ) : Prop where
  herm : Pᵀ = P
  idem : P * P = P
```

A ground state is a global minimiser of $E$ over all real determinants with the same particle number. No spin or spatial symmetry is imposed, so minimisation over closed-shell determinants only, or at fixed numbers of spin-up and spin-down electrons, is not covered.

```lean
/-- `P` has the lowest mean-field energy among determinants of the same particle number. -/
structure IsGround (h : Matrix n n ℝ) (G : Matrix n n ℝ →ₗ[ℝ] Matrix n n ℝ)
    (P : Matrix n n ℝ) : Prop where
  slater : IsSlater P
  min : ∀ Q, IsSlater Q → trace Q = trace P → energy h G P ≤ energy h G Q
```

Four conditions are assumed of $G$: reciprocity, $\operatorname{tr}(A\,G(B))=\operatorname{tr}(B\,G(A))$; symmetric fields from symmetric densities; no self-interaction; and $\operatorname{tr}(uu^TG(vv^T))>0$ for non-parallel $u,v$. For unit vectors, non-parallel means $(u^Tv)^2<1$. The trace $\operatorname{tr}(uu^TG(vv^T))$ is direct minus exchange energy. For Coulomb repulsion it equals $\langle\Psi|1/r_{12}|\Psi\rangle$ with $\Psi=(u\otimes v-v\otimes u)/\sqrt2$. For unit vectors this $\Psi$ has squared norm $1-(u^Tv)^2$, so it is nonzero when they are non-parallel, and positivity is a reasonable demand.

```lean
/-- A reciprocal, symmetry-preserving mean field without self-interaction, in which any two
non-parallel orbitals repel each other. -/
structure IsRepulsive (G : Matrix n n ℝ →ₗ[ℝ] Matrix n n ℝ) : Prop where
  recip : ∀ A B, trace (A * G B) = trace (B * G A)
  symm : ∀ A, Aᵀ = A → (G A)ᵀ = G A
  self_free : ∀ c, trace (orb c * G (orb c)) = 0
  repel : ∀ u v, (u ⬝ᵥ v) ^ 2 < (u ⬝ᵥ u) * (v ⬝ᵥ v) → 0 < trace (orb u * G (orb v))
```

## The energy of exchanging one orbital

Three identities turn traces into expectation values: $uu^Tw=(u^Tw)u$, $A\,uu^T=(Au)u^T$ and $\operatorname{tr}(A\,uu^T)=u^TAu$.

```lean
/-- How an orbital density acts on a vector, multiplies a matrix, and gives an expectation
value under the trace. -/
theorem orb_rules (A : Matrix n n ℝ) (u w : n → ℝ) :
    orb u *ᵥ w = (u ⬝ᵥ w) • u ∧ A * orb u = vecMulVec (A *ᵥ u) u ∧
      trace (A * orb u) = u ⬝ᵥ A *ᵥ u := by
  refine ⟨?_, ?_, ?_⟩
  · ext i
    simp only [orb, mulVec, dotProduct, vecMulVec_apply, Pi.smul_apply, smul_eq_mul,
      Finset.sum_mul]
    exact Finset.sum_congr rfl fun k _ => by ring
  · ext i j
    simp only [orb, mul_apply, vecMulVec_apply, mulVec, dotProduct, Finset.sum_mul, mul_assoc]
  · simp only [orb, trace, diag_apply, mul_apply, vecMulVec_apply, dotProduct, mulVec,
      Finset.mul_sum]
    exact Finset.sum_congr rfl fun i _ => Finset.sum_congr rfl fun j _ => by ring
```

For symmetric $A$, also $x^TAy=y^TAx$.

```lean
/-- A real symmetric matrix has symmetric matrix elements between any two vectors. -/
theorem symm_element {A : Matrix n n ℝ} (hA : Aᵀ = A) (x y : n → ℝ) :
    x ⬝ᵥ A *ᵥ y = y ⬝ᵥ A *ᵥ x := by
  rw [dotProduct_mulVec, ← mulVec_transpose, hA, dotProduct_comm]
```

A nonzero $x$ is normalised by the factor $1/\sqrt{x^Tx}$.

```lean
/-- Every nonzero orbital can be normalised. -/
theorem exists_normalised {x : n → ℝ} (hx : x ≠ 0) :
    ∃ r : ℝ, r ≠ 0 ∧ (r • x) ⬝ᵥ (r • x) = 1 := by
  have h0 : 0 ≤ x ⬝ᵥ x := Finset.sum_nonneg fun i _ => mul_self_nonneg (x i)
  have hp : 0 < x ⬝ᵥ x := lt_of_le_of_ne h0 (Ne.symm (mt dotProduct_self_eq_zero.1 hx))
  refine ⟨(√(x ⬝ᵥ x))⁻¹, inv_ne_zero (Real.sqrt_pos.2 hp).ne', ?_⟩
  rw [smul_dotProduct, dotProduct_smul, smul_eq_mul, smul_eq_mul, ← mul_assoc, ← mul_inv,
    Real.mul_self_sqrt hp.le, inv_mul_cancel₀ hp.ne']
```

Put $D=vv^T-uu^T$. Linearity and reciprocity give
$$E(P+D)-E(P)=\operatorname{tr}(FD)+\tfrac12\operatorname{tr}(D\,G(D)).$$
The self-interaction terms in $\operatorname{tr}(D\,G(D))$ vanish and the two cross terms are equal, so
$$E(P+D)-E(P)=v^TFv-u^TFu-\operatorname{tr}(uu^TG(vv^T)).$$
Hence $E(P-uu^T+vv^T)\ge E(P)$ holds exactly when $v^TFv-u^TFu\ge\operatorname{tr}(uu^TG(vv^T))$. The theorem needs only reciprocity and absence of self-interaction; $h$, $P$, $u$ and $v$ are arbitrary. In the proof, `key` is the second displayed identity.

```lean
/-- For a reciprocal mean field without self-interaction, changing `P` to `P - u uᵀ + v vᵀ` does not
lower the energy exactly when `vᵀFv - uᵀFu` is at least `tr(u uᵀ G(v vᵀ))`. -/
theorem exchange_stable_iff (h P : Matrix n n ℝ) (G : Matrix n n ℝ →ₗ[ℝ] Matrix n n ℝ)
    (recip : ∀ A B, trace (A * G B) = trace (B * G A))
    (self_free : ∀ c, trace (orb c * G (orb c)) = 0) (u v : n → ℝ) :
    energy h G P ≤ energy h G (P - orb u + orb v) ↔
      trace (orb u * G (orb v)) ≤ v ⬝ᵥ fock h G P *ᵥ v - u ⬝ᵥ fock h G P *ᵥ u := by
  have key : energy h G (P - orb u + orb v) = energy h G P +
      (v ⬝ᵥ fock h G P *ᵥ v - u ⬝ᵥ fock h G P *ᵥ u) - trace (orb u * G (orb v)) := by
    rw [← (orb_rules (fock h G P) v v).2.2, ← (orb_rules (fock h G P) u u).2.2]
    simp only [energy, fock, map_add, map_sub, mul_add, mul_sub, add_mul, sub_mul,
      trace_add, trace_sub]
    linarith [recip P (orb u), recip P (orb v), recip (orb v) (orb u), self_free u,
      self_free v, trace_mul_comm (G P) (orb u), trace_mul_comm (G P) (orb v)]
  rw [key]
  constructor <;> intro H <;> linarith
```

To use minimality, the exchanged matrix must be a determinant. Let $u$ be an occupied unit vector and $w$ a unit vector with $Pw=(u^Tw)u$. Write $U=uu^T$ and $W=ww^T$. Then $PU=UP=U$, $PW=UW$ and $WP=WU$, so expanding the square gives
$$(P-U+W)^2=P-U+W.$$
The trace is unchanged because $U$ and $W$ both have trace one.

```lean
/-- Replacing an occupied unit vector `u` by a unit vector `w` with `P w = (uᵀw) u` gives a
determinant with the same particle number. -/
theorem exchange_slater {P : Matrix n n ℝ} (hP : IsSlater P) {u w : n → ℝ}
    (hu : P *ᵥ u = u) (hu1 : u ⬝ᵥ u = 1) (hw1 : w ⬝ᵥ w = 1) (hw : P *ᵥ w = (u ⬝ᵥ w) • u) :
    IsSlater (P - orb u + orb w) ∧ trace (P - orb u + orb w) = trace P := by
  have ht : ∀ x : n → ℝ, (orb x)ᵀ = orb x := fun x => by
    ext i j
    exact mul_comm (x j) (x i)
  have hsq : ∀ x : n → ℝ, x ⬝ᵥ x = 1 → orb x * orb x = orb x := fun x hx => by
    rw [(orb_rules (orb x) x x).2.1, (orb_rules P x x).1, hx, one_smul]
    rfl
  have hPU : P * orb u = orb u := by
    rw [(orb_rules P u u).2.1, hu]
    rfl
  have hPW : P * orb w = orb u * orb w := by
    rw [(orb_rules P w w).2.1, (orb_rules (orb u) w w).2.1, hw, (orb_rules P u w).1]
  have hUP := congrArg transpose hPU
  have hWP := congrArg transpose hPW
  simp only [transpose_mul, ht, hP.herm] at hUP hWP
  refine ⟨⟨?_, ?_⟩, ?_⟩
  · rw [transpose_add, transpose_sub, ht, ht, hP.herm]
  · simp only [mul_add, mul_sub, add_mul, sub_mul, hP.idem, hPU, hUP, hPW, hWP,
      hsq u hu1, hsq w hw1]
    abel
  · have h1 : trace (orb u) = 1 := hu1
    have h2 : trace (orb w) = 1 := hw1
    rw [trace_add, trace_sub, h1, h2]
    ring
```

## Rotations and the Fock matrix

Take $w=cu+sv$ with $u$ occupied, $v$ empty, both normalised, $c^2+s^2=1$ and $s\ne0$. Since $u^Tv=0$, we have $u^Tw=c$ and $Pw=cu$, so the exchange is allowed. Also $c^2<1$, so $u$ and $w$ repel, and
$$w^TFw-u^TFu\ge\operatorname{tr}(uu^TG(ww^T))>0.$$

```lean
/-- In a ground state of a repulsive mean field, let `u` be an occupied and `v` an empty unit
vector. If `c² + s² = 1` and `s ≠ 0`, then `c u + s v` has a strictly higher expectation value of
the Fock matrix of `P` than `u` has. -/
theorem rotation_raises {h P : Matrix n n ℝ} {G : Matrix n n ℝ →ₗ[ℝ] Matrix n n ℝ}
    (hG : IsRepulsive G) (hP : IsGround h G P) {u v : n → ℝ} (hu : P *ᵥ u = u)
    (hv : P *ᵥ v = 0) (hu1 : u ⬝ᵥ u = 1) (hv1 : v ⬝ᵥ v = 1) {c s : ℝ}
    (hcs : c ^ 2 + s ^ 2 = 1) (hs : s ≠ 0) :
    u ⬝ᵥ fock h G P *ᵥ u < (c • u + s • v) ⬝ᵥ fock h G P *ᵥ (c • u + s • v) := by
  have hvu := symm_element hP.slater.herm u v
  rw [hv, hu, dotProduct_zero] at hvu
  replace hvu : v ⬝ᵥ u = 0 := hvu.symm
  have huv : u ⬝ᵥ v = 0 := by rw [dotProduct_comm]; exact hvu
  obtain ⟨w, hw⟩ : ∃ w, w = c • u + s • v := ⟨_, rfl⟩
  rw [← hw]
  have huw : u ⬝ᵥ w = c := by
    rw [hw]
    simp only [dotProduct_add, dotProduct_smul, hu1, huv, smul_eq_mul]
    ring
  have hww : w ⬝ᵥ w = 1 := by
    rw [hw]
    simp only [add_dotProduct, dotProduct_add, smul_dotProduct, dotProduct_smul, hu1, hv1,
      huv, hvu, smul_eq_mul]
    linear_combination hcs
  have hPw : P *ᵥ w = (u ⬝ᵥ w) • u := by
    rw [huw, hw, mulVec_add, mulVec_smul, mulVec_smul, hu, hv, smul_zero, add_zero]
  obtain ⟨hS, hT⟩ := exchange_slater hP.slater hu hu1 hww hPw
  have h1 := (exchange_stable_iff h P G hG.recip hG.self_free u w).1 (hP.min _ hS hT)
  have hs2 : 0 < s ^ 2 := by positivity
  have h2 := hG.repel u w (by rw [huw, hu1, hww]; linarith)
  linarith
```

Assume from here on that $h$ is symmetric; then so is $F$. The inequality forces $b=u^TFv$ to vanish. With $a=v^TFv-u^TFu$, the increase is $2csb+s^2a$. If $b\ne0$, choose
$$c=-\frac{a+1}{q},\quad s=\frac{2b}{q},\quad q=\sqrt{(a+1)^2+4b^2}.$$
The increase becomes $-4b^2/q^2<0$, a contradiction. The step `br` contains this argument and extends it to unnormalised vectors.

Now let $y=(1-P)z$ for any $z$. The vector $PFy$ is occupied and $y$ is empty, so $0=(PFy)^TFy=|PFy|^2$. Thus $PF=PFP$ (`hM`), and transposing gives $FP=PFP=PF$.

```lean
/-- For symmetric `h` and a repulsive mean field, the Fock matrix of a ground state commutes with
its density matrix. -/
theorem fock_commutes [DecidableEq n] {h P : Matrix n n ℝ}
    {G : Matrix n n ℝ →ₗ[ℝ] Matrix n n ℝ} (hh : hᵀ = h) (hG : IsRepulsive G)
    (hP : IsGround h G P) : fock h G P * P = P * fock h G P := by
  have hF : (fock h G P)ᵀ = fock h G P := by
    rw [fock, transpose_add, hh, hG.symm P hP.slater.herm]
  have rot := @rotation_raises n _ h P G hG hP
  generalize fock h G P = F at hF rot ⊢
  -- occupied and empty orbitals are not coupled by F
  have br : ∀ x y, P *ᵥ x = x → P *ᵥ y = 0 → x ⬝ᵥ F *ᵥ y = 0 := by
    intro x y hx hy
    by_cases x0 : x = 0
    · simp [x0]
    by_cases y0 : y = 0
    · simp [y0]
    obtain ⟨r, hr, hr1⟩ := exists_normalised x0
    obtain ⟨t, ht, ht1⟩ := exists_normalised y0
    have hu : P *ᵥ (r • x) = r • x := by rw [mulVec_smul, hx]
    have hv : P *ᵥ (t • y) = 0 := by rw [mulVec_smul, hy, smul_zero]
    have hb : (r • x) ⬝ᵥ F *ᵥ (t • y) = 0 := by
      generalize r • x = u at *
      generalize t • y = v at *
      by_contra hb
      obtain ⟨b, hbd⟩ : ∃ b, b = u ⬝ᵥ F *ᵥ v := ⟨_, rfl⟩
      obtain ⟨a, had⟩ : ∃ a, a = v ⬝ᵥ F *ᵥ v - u ⬝ᵥ F *ᵥ u := ⟨_, rfl⟩
      rw [← hbd] at hb
      have hq : 0 < (a + 1) ^ 2 + 4 * b ^ 2 := by positivity
      obtain ⟨q, hq0, hq2⟩ : ∃ q : ℝ, 0 < q ∧ q ^ 2 = (a + 1) ^ 2 + 4 * b ^ 2 :=
        ⟨_, Real.sqrt_pos.2 hq, Real.sq_sqrt hq.le⟩
      -- this rotation would lower the Fock expectation value
      have hcs : (-(a + 1) / q) ^ 2 + (2 * b / q) ^ 2 = 1 := by
        have e : (-(a + 1) / q) ^ 2 + (2 * b / q) ^ 2
            = ((a + 1) ^ 2 + 4 * b ^ 2) / q ^ 2 := by ring
        rw [e, hq2, div_self hq.ne']
      have hlt := rot hu hv hr1 ht1 hcs (by positivity)
      simp only [mulVec_add, mulVec_smul, add_dotProduct, dotProduct_add, smul_dotProduct,
        dotProduct_smul, smul_eq_mul, symm_element hF v u, ← hbd] at hlt
      have hvv : v ⬝ᵥ F *ᵥ v = a + u ⬝ᵥ F *ᵥ u := by linarith
      rw [hvv] at hlt
      have e2 : 2 * (-(a + 1) / q) * (2 * b / q) * b + (2 * b / q) ^ 2 * a
          = -(4 * b ^ 2 / q ^ 2) := by ring
      have e3 : 0 < 4 * b ^ 2 / q ^ 2 := by positivity
      have e4 : ((-(a + 1) / q) ^ 2 + (2 * b / q) ^ 2) * (u ⬝ᵥ F *ᵥ u)
          = 1 * (u ⬝ᵥ F *ᵥ u) := by rw [hcs]
      linarith
    rw [mulVec_smul, smul_dotProduct, dotProduct_smul, smul_eq_mul, smul_eq_mul] at hb
    exact (mul_eq_zero.1 ((mul_eq_zero.1 hb).resolve_left hr)).resolve_left ht
  have aux : ∀ z, (P *ᵥ z) ⬝ᵥ z = 0 → P *ᵥ z = 0 := by
    intro z hz
    apply dotProduct_self_eq_zero.1
    rw [symm_element hP.slater.herm (P *ᵥ z) z, mulVec_mulVec, hP.slater.idem,
      dotProduct_comm]
    exact hz
  have hM : P * F - P * F * P = 0 := by
    have hb : ∀ b, (P * F - P * F * P) *ᵥ b = 0 := by
      intro b
      have h1 := aux (F *ᵥ (b - P *ᵥ b)) (br _ _
        (by rw [mulVec_mulVec, hP.slater.idem])
        (by rw [mulVec_sub, mulVec_mulVec, hP.slater.idem, sub_self]))
      simpa only [mulVec_sub, mulVec_mulVec, sub_mulVec, Matrix.mul_assoc] using h1
    ext i j
    have := congrFun (hb (Pi.single j 1)) i
    simpa using this
  have h1 : P * F = P * F * P := sub_eq_zero.1 hM
  have h2 := congrArg transpose h1
  simp only [transpose_mul, hF, hP.slater.herm] at h2
  exact h2.trans ((Matrix.mul_assoc _ _ _).symm.trans h1.symm)
```

The choice $c=0$, $s=1$ compares $u$ with $v$ directly. For Fock eigenvectors with eigenvalues $\varepsilon$ (occupied) and $\mu$ (empty), it gives $\varepsilon<\mu$. In a finite-basis, real Hartree–Fock model meeting these assumptions, a determinant with an occupied Fock level at or above an empty one is therefore not a global minimum.

```lean
/-- In a ground state of a repulsive mean field, every occupied orbital energy lies strictly below
every empty one. -/
theorem occupied_lt_empty {h P : Matrix n n ℝ} {G : Matrix n n ℝ →ₗ[ℝ] Matrix n n ℝ}
    (hG : IsRepulsive G) (hP : IsGround h G P) {u v : n → ℝ} {ε μ : ℝ}
    (u0 : u ≠ 0) (v0 : v ≠ 0) (hu : P *ᵥ u = u) (hv : P *ᵥ v = 0)
    (hε : fock h G P *ᵥ u = ε • u) (hμ : fock h G P *ᵥ v = μ • v) : ε < μ := by
  obtain ⟨r, -, hr⟩ := exists_normalised u0
  obtain ⟨t, -, ht⟩ := exists_normalised v0
  have key := rotation_raises hG hP (u := r • u) (v := t • v) (by rw [mulVec_smul, hu])
    (by rw [mulVec_smul, hv, smul_zero]) hr ht (c := 0) (s := 1) (by norm_num) one_ne_zero
  have e1 : (r • u) ⬝ᵥ fock h G P *ᵥ (r • u) = ε := by
    rw [mulVec_smul, hε, smul_comm r ε u, dotProduct_smul, hr, smul_eq_mul, mul_one]
  have e2 : (t • v) ⬝ᵥ fock h G P *ᵥ (t • v) = μ := by
    rw [mulVec_smul, hμ, smul_comm t μ v, dotProduct_smul, ht, smul_eq_mul, mul_one]
  rw [zero_smul, one_smul, zero_add, e1, e2] at key
  exact key
```

## Every eigenspace is full or empty

Suppose the eigenspace at $\varepsilon$ contained $x$ with $Px\ne x$ and $y$ with $Py\ne0$. Because $F$ commutes with $P$, both $Py$ and $x-Px$ are eigenvectors at $\varepsilon$, one occupied and one empty. The strict gap would give $\varepsilon<\varepsilon$.

The theorem states the resulting alternative for every real $\varepsilon$, given symmetric $h$. It concerns finite matrices and an assumed $G$, not Hartree–Fock theory for Coulomb systems in continuous space.

```lean
/-- No unfilled shells: in a ground state with symmetric `h` and repulsive `G`, each eigenspace of
the Fock matrix is either completely occupied or completely empty. -/
theorem no_unfilled_shells [DecidableEq n] {h P : Matrix n n ℝ}
    {G : Matrix n n ℝ →ₗ[ℝ] Matrix n n ℝ} (hh : hᵀ = h) (hG : IsRepulsive G)
    (hP : IsGround h G P) (ε : ℝ) :
    (∀ w, fock h G P *ᵥ w = ε • w → P *ᵥ w = w) ∨
      (∀ w, fock h G P *ᵥ w = ε • w → P *ᵥ w = 0) := by
  by_contra hcon
  push Not at hcon
  obtain ⟨⟨x, hx, hx1⟩, ⟨y, hy, hy0⟩⟩ := hcon
  -- the occupied part of an eigenvector is again an eigenvector
  have hproj : ∀ w, fock h G P *ᵥ w = ε • w → fock h G P *ᵥ (P *ᵥ w) = ε • (P *ᵥ w) := by
    intro w hw
    rw [mulVec_mulVec, fock_commutes hh hG hP, ← mulVec_mulVec, hw, mulVec_smul]
  exact lt_irrefl ε (occupied_lt_empty hG hP (u := P *ᵥ y) (v := x - P *ᵥ x) hy0
    (fun h0 => hx1 (sub_eq_zero.1 h0).symm)
    (by rw [mulVec_mulVec, hP.slater.idem])
    (by rw [mulVec_sub, mulVec_mulVec, hP.slater.idem, sub_self])
    (hproj y hy) (by rw [mulVec_sub, hx, hproj x hx, smul_sub]))
```

Complex Hermitian projectors would be another model. Minimality would then range over complex determinants as well, repulsion would be assumed for complex orbitals, and the rotation argument could begin by choosing the phase of $v$ so that $u^\dagger Fv$ is real.

## A degenerate level split by its mean field

The assumptions are met by $G(X)=\operatorname{tr}(X)\,1-X^T$.

```lean
/-- The model mean field `G(X) = tr(X) 1 - Xᵀ`, a uniform direct term minus exchange. -/
def modelField [DecidableEq n] : Matrix n n ℝ →ₗ[ℝ] Matrix n n ℝ where
  toFun X := trace X • (1 : Matrix n n ℝ) - Xᵀ
  map_add' X Y := by
    simp only [trace_add, add_smul, transpose_add]
    abel
  map_smul' r X := by
    simp only [trace_smul, transpose_smul, smul_sub, smul_assoc, RingHom.id_apply]
```

Here $\operatorname{tr}(uu^TG(vv^T))=(u^Tu)(v^Tv)-(u^Tv)^2$, which is positive for non-parallel orbitals and zero for $u=v$. With $h=e\,1$, every determinant of $N$ particles has energy $eN+N(N-1)/2$, so filling any set `s` of basis orbitals gives a ground state. Its Fock matrix is $(e+N)1-P$: occupied orbitals lie at $e+N-1$ and empty ones at $e+N$, although the one-body level is fully degenerate.

```lean
/-- The model field is repulsive, and for a fully degenerate one-body level `e` filling any set
`s` of basis orbitals gives a ground state. -/
theorem no_unfilled_shells_witness [DecidableEq n] (e : ℝ) (s : Finset n) :
    IsRepulsive (modelField (n := n)) ∧
      IsGround (e • (1 : Matrix n n ℝ)) modelField
        (diagonal fun i => if i ∈ s then (1 : ℝ) else 0) := by
  have tr : ∀ A B : Matrix n n ℝ,
      trace (A * modelField B) = trace B * trace A - trace (A * Bᵀ) := by
    intro A B
    change trace (A * (trace B • (1 : Matrix n n ℝ) - Bᵀ)) = _
    rw [mul_sub, trace_sub, Matrix.mul_smul, mul_one, trace_smul, smul_eq_mul]
  have pair : ∀ u v : n → ℝ, trace (orb u * modelField (orb v))
      = (u ⬝ᵥ u) * (v ⬝ᵥ v) - (u ⬝ᵥ v) ^ 2 := by
    intro u v
    have ht : (orb v)ᵀ = orb v := by
      ext i j
      exact mul_comm (v j) (v i)
    have h1 : trace (orb u) = u ⬝ᵥ u := rfl
    have h2 : trace (orb v) = v ⬝ᵥ v := rfl
    rw [tr, ht, (orb_rules (orb u) v v).2.2, (orb_rules (orb u) u v).1, dotProduct_smul,
      dotProduct_comm v u, h1, h2, smul_eq_mul]
    ring
  have en : ∀ Q : Matrix n n ℝ, IsSlater Q → energy (e • (1 : Matrix n n ℝ)) modelField Q
      = e * trace Q + (trace Q * trace Q - trace Q) / 2 := by
    intro Q hQ
    rw [energy, tr, hQ.herm, hQ.idem, Matrix.smul_mul, one_mul, trace_smul, smul_eq_mul]
  have hS : IsSlater (diagonal fun i => if i ∈ s then (1 : ℝ) else 0) := by
    refine ⟨diagonal_transpose _, ?_⟩
    rw [diagonal_mul_diagonal]
    congr 1
    funext i
    by_cases hi : i ∈ s <;> simp [hi]
  refine ⟨⟨?_, ?_, ?_, ?_⟩, hS, ?_⟩
  · intro A B
    have h1 := trace_transpose (A * Bᵀ)
    rw [transpose_mul, transpose_transpose] at h1
    rw [tr, tr]
    linear_combination h1
  · intro A hA
    change (trace A • (1 : Matrix n n ℝ) - Aᵀ)ᵀ = trace A • (1 : Matrix n n ℝ) - Aᵀ
    rw [transpose_sub, transpose_smul, transpose_one, hA, hA]
  · intro c
    rw [pair]
    ring
  · intro u v huv
    rw [pair]
    linarith
  · intro Q hQ hT
    rw [en _ hS, en Q hQ, hT]

end

end NoUnfilledShells
```

```lean
#print axioms NoUnfilledShells.fock_commutes
-- 'NoUnfilledShells.fock_commutes' depends on axioms: [propext, Classical.choice, Quot.sound]
#print axioms NoUnfilledShells.no_unfilled_shells
-- 'NoUnfilledShells.no_unfilled_shells' depends on axioms: [propext, Classical.choice, Quot.sound]
```
